# An angular harmonic of order m sums to zero over N equally spaced points on a ring unless N divides m

Take N equally spaced angles on a circle, θ + 2πj/N for j = 0, …, N − 1, with N positive and θ real. The theorem says that the phase factors exp(imφ), summed over these angles φ for an integer m, give N exp(imθ) if N divides m, and zero otherwise. The sum is not divided by N, so in the first case its modulus is N and not 1. The proof takes out the common factor exp(imθ), which leaves a sum of powers of w = exp(2πim/N). Since w^N = 1, and w = 1 exactly when N divides m, that sum is either N or a geometric series that vanishes.

As first written in Lean, the proof fails:

```lean
import Mathlib

open scoped Real

namespace SharpRadialMoments

noncomputable section

/-- The `m`-th harmonic summed over the ring vanishes unless `N` divides `m`. -/
theorem phase_sum {N : ℕ} (hN : 0 < N) (θ : ℝ) (m : ℤ) :
    ∑ j : Fin N, Complex.exp ((m : ℂ) * (θ + 2 * π * (j : ℕ) / N) * Complex.I) =
      if (N : ℤ) ∣ m then (N : ℂ) * Complex.exp ((m : ℂ) * θ * Complex.I) else 0 := by
  have hN' : (N : ℂ) ≠ 0 := by exact_mod_cast hN.ne'
  obtain ⟨w, hw⟩ : ∃ w, w = Complex.exp ((m : ℂ) * (2 * π * Complex.I) / N) := ⟨_, rfl⟩
  have hterm : ∀ j : ℕ, Complex.exp ((m : ℂ) * (θ + 2 * π * j / N) * Complex.I) =
      Complex.exp ((m : ℂ) * θ * Complex.I) * w ^ j := by
    intro j
    rw [hw, ← Complex.exp_nat_mul, ← Complex.exp_add]
    congr 1
    ring
  have hwN : w ^ N = 1 := by
    rw [hw, ← Complex.exp_nat_mul, Complex.exp_eq_one_iff]
    exact ⟨m, by field_simp⟩
  have hw1 : w = 1 ↔ (N : ℤ) ∣ m := by
    rw [hw, Complex.exp_eq_one_iff]
    constructor
    · rintro ⟨n, hn⟩
      rw [div_eq_iff hN'] at hn
      have h : (m : ℂ) = N * n :=
        mul_right_cancel₀ Complex.two_pi_I_ne_zero (by linear_combination hn)
      exact ⟨n, by exact_mod_cast h⟩
    · rintro ⟨n, hn⟩
      exact ⟨n, by rw [hn]; push_cast; field_simp⟩
  rw [Finset.sum_congr rfl (fun j _ => hterm j), ← Finset.mul_sum,
    Fin.sum_univ_eq_sum_range (fun j => w ^ j) N]
  split_ifs with h
  · rw [hw1.mpr h]
    simp [mul_comm]
  · -- a geometric series over a full period
    have hg := geom_sum_mul w N
    rw [hwN, sub_self] at hg
    rw [(mul_eq_zero.mp hg).resolve_right (sub_ne_zero.mpr (mt hw1.mp h)), mul_zero]

end

end SharpRadialMoments
```

The error:

```
Main.lean:34:6: error: Tactic `rewrite` failed: Did not find an occurrence of the pattern
  ∑ j ∈ ?m.276, Complex.exp (↑m * (↑θ + 2 * ↑π * ↑j / ↑N) * Complex.I)
in the target expression
  ∑ j, Complex.exp (↑m * (↑θ + 2 * ↑π * ↑↑j / ↑N) * Complex.I) =
    if ↑N ∣ m then ↑N * Complex.exp (↑m * ↑θ * Complex.I) else 0

N : ℕ
hN : 0 < N
θ : ℝ
m : ℤ
hN' : ↑N ≠ 0
w : ℂ
hw : w = Complex.exp (↑m * (2 * ↑π * Complex.I) / ↑N)
hterm : ∀ (j : ℕ), Complex.exp (↑m * (↑θ + 2 * ↑π * ↑j / ↑N) * Complex.I) = Complex.exp (↑m * ↑θ * Complex.I) * w ^ j
hwN : w ^ N = 1
hw1 : w = 1 ↔ ↑N ∣ m
⊢ ∑ j, Complex.exp (↑m * (↑θ + 2 * ↑π * ↑↑j / ↑N) * Complex.I) =
    if ↑N ∣ m then ↑N * Complex.exp (↑m * ↑θ * Complex.I) else 0
```

This version goes through:

```diff
@@ -32,5 +32,5 @@
     · rintro ⟨n, hn⟩
       exact ⟨n, by rw [hn]; push_cast; field_simp⟩
-  rw [Finset.sum_congr rfl (fun j _ => hterm j), ← Finset.mul_sum,
+  rw [Finset.sum_congr rfl (fun (j : Fin N) _ => hterm (j : ℕ)), ← Finset.mul_sum,
     Fin.sum_univ_eq_sum_range (fun j => w ^ j) N]
   split_ifs with h
```

Cause. The one error says that `rewrite` could not find the left side of the `Finset.sum_congr` equation in the goal. The two sums look alike but run over different types. In the goal, `j` has type `Fin N` and is cast first to `ℕ` and then to `ℂ`, hence the double arrow `↑↑j`. In the pattern there is only one arrow, because `j` is already a natural number.

The pattern came out this way because `fun j _ => hterm j` does not give the type of `j`. Lean works out the term before looking for it in the goal, and as `hterm` takes a natural number, it settled on `ℕ`. The set summed over was still open (`?m.276`), but it could only be a set of naturals, so it could not match the sum over `Fin N`.

The repair writes `(j : Fin N)`, which makes the pattern a sum over the right type. `hterm (j : ℕ)` then applies the same termwise identity to the natural number underlying `j`, which produces the double cast seen in the goal.
